# Branching-diagram numbers of $N$ spins 1/2, weighted by $2S+1$, sum to $2^N$

A spin-adapted basis from which one multiplet has been left out still gives a Hermitian Hamiltonian matrix. The matrix diagonalises without complaint, and the spectrum it returns, counted with degeneracy, has levels missing and possibly others shifted. The gap can go unnoticed, but comparing the size of the basis with that of the complete one exposes it. For $N$ spins 1/2 the complete size is $2^N$, and the numbers of multiplets listed for the separate total spins $S$, each weighted by the $2S+1$ states of a multiplet, have to add up to it.

Let $S$ be the total spin and write $S = N/2 - k$ with an integer $k \ge 0$. The branching-diagram number is

$$f(N,S) = \binom{N}{k} - \binom{N}{k-1}, \qquad \binom{N}{-1} = 0 .$$

For every $N$, with the sums running over all allowed spins $S = N/2, N/2-1, \dots \ge 0$,

$$\sum_S f(N,S) = \binom{N}{\lfloor N/2\rfloor}, \qquad \sum_S (2S+1)\, f(N,S) = 2^N,$$

$$\sum_S (2S+1)\,S(S+1)\, f(N,S) = \frac{3N}{4}\, 2^N .$$

In electronic structure, $f(N,S)$ is the number of spin eigenfunctions with given $S$ and spin projection $M$ for one fixed orbital configuration with $N$ singly occupied orbitals. Within such a configuration, the first two sums check the size of a spin-adapted basis against the number of determinants: the first at the lowest non-negative $M$, the second over all $M$.

## Why the difference of binomials counts multiplets

A product state with $k$ spins down has projection $M = N/2 - k$, and there are $\binom{N}{k}$ such states. For $M \ge 0$, each multiplet with total spin at least $M$ contributes exactly one state with this projection. So $\binom{N}{k}$ counts the multiplets with total spin $N/2-k$ or more, $\binom{N}{k-1}$ counts those with at least one unit more, and the difference is the number with total spin exactly $N/2-k$.

This also gives the first sum its meaning. Every multiplet has one state at the lowest non-negative projection, 0 or 1/2, so the total number of multiplets is the number of product states there.

## Telescoping and summation by parts

Fix $N$ and abbreviate $C_k = \binom{N}{k}$, $S_k = N/2 - k$ and $f_k = C_k - C_{k-1}$, with $C_{-1} = 0$. Stop the sums at a cutoff $n$. The unweighted sum telescopes:

$$\sum_{k=0}^{n} f_k = C_n .$$

Setting $n = \lfloor N/2 \rfloor$ gives the first result.

For any weight $w_k$, collecting the terms that contain the same $C_k$ gives

$$\sum_{k=0}^{n} w_k f_k = w_n C_n + \sum_{k<n} (w_k - w_{k+1})\, C_k .$$

The weight $w_k = 2S_k + 1$ falls by 2 at each step, hence

$$\sum_{k=0}^{n} (2S_k+1) f_k = 2\sum_{k<n} C_k + (2S_n+1)\, C_n .$$

Now take $n = \lfloor N/2 \rfloor$ and use $C_k = C_{N-k}$.

- If $N = 2m$, then $n = m$ and $S_m = 0$. The right side is $2\sum_{k<m} C_k + C_m$, which is the two equal outer parts of the row plus its middle entry, together $2^N$.
- If $N = 2m+1$, then $n = m$ and $S_m = 1/2$. The right side is $2\sum_{k\le m} C_k$, twice one half of the row, again $2^N$.

## The sum of the squared spin

Take $w_k = (2S_k+1)S_k(S_k+1)$. Lowering $S$ by one changes this weight by

$$(2S+1)S(S+1) - (2S-1)(S-1)S = 6S^2 .$$

Since $6S_k^2 = \tfrac32 (N-2k)^2$, summation by parts gives

$$\sum_{k=0}^{n} w_k f_k = w_n C_n + \frac32 \sum_{k<n} (N-2k)^2 C_k .$$

The remaining sum has a closed form. Let $T_k = k(N+1-2k)\,C_k$. With the ratio rule $(k+1)C_{k+1} = (N-k)C_k$,

$$T_{k+1} - T_k = \big[(N-k)(N-1-2k) - k(N+1-2k)\big] C_k = \big[(N-2k)^2 - N\big] C_k .$$

Adding this over $k<n$, with $T_0 = 0$, yields

$$\sum_{k<n} (N-2k)^2 C_k = N \sum_{k<n} C_k + n(N+1-2n)\, C_n .$$

Now substitute $n = N/2 - S_n$ and $N+1-2n = 2S_n+1$, and collect the terms proportional to $N$:

$$\sum_{k=0}^{n} w_k f_k = \frac{3N}{4}\Big[2\sum_{k<n} C_k + (2S_n+1)C_n\Big] + \frac{2S_n+1}{2}\, S_n(2S_n-1)\, C_n .$$

At $n = \lfloor N/2\rfloor$ the lowest spin is 0 or 1/2, so the last term vanishes. The bracket is the expression already evaluated as $2^N$, which leaves $\frac{3N}{4}2^N$.

This is the trace of the squared total spin in units of $\hbar^2$: each of the $N$ particles contributes 3/4 per state, and the cross terms between different particles are traceless.

## Four spins, and no spins

For $N = 4$ the allowed spins are 2, 1 and 0, with $f = 1$, $4-1 = 3$ and $6-4 = 2$. The three sums are

$$1+3+2 = 6 = \binom42, \qquad 5\cdot1 + 3\cdot3 + 1\cdot2 = 16 = 2^4,$$

$$5\cdot6\cdot1 + 3\cdot2\cdot3 + 0 = 48 = 3\cdot 16 .$$

The smallest case is $N = 0$. Only $k = 0$ occurs, with $S = 0$ and $f = 1$, and the sums are 1, 1 and 0, as the formulas say.

## Spins and multiplet numbers in Lean

The development uses finite sums over `range n`, the set of integers $0, \dots, n-1$.

```lean
import Mathlib

open Finset

namespace BranchingDiagramSums
```

The total spin is a rational number, since it may be half-integral. The division in this definition is exact.

```lean
/-- The total spin `S = N/2 - k` of `N` spin-1/2 particles, labelled by `k`. -/
def spin (N k : ℕ) : ℚ := (N : ℚ) / 2 - k
```

The number $f(N,S)$ becomes a function of $N$ and the label $k$. The two cases implement the convention $\binom{N}{-1} = 0$: at `0` there is nothing to subtract. The values are rational so that the subtraction is ordinary subtraction; among natural numbers Lean would replace a negative difference by zero.

```lean
/-- The branching-diagram number `f(N,S) = C(N,k) - C(N,k-1)` with `k = N/2 - S`,
where `C(N,-1) = 0`. -/
def multiplets (N : ℕ) : ℕ → ℚ
  | 0 => (N.choose 0 : ℚ)
  | k + 1 => (N.choose (k + 1) : ℚ) - (N.choose k : ℚ)
```

The file works with these numbers alone and contains no spin operators, so their reading as numbers of multiplets rests on the counting argument given earlier.

The next theorem justifies the range of the final sums. There `N / 2` is a division of natural numbers and means $\lfloor N/2\rfloor$. A label $k$ lies in `range (N / 2 + 1)` exactly when $N/2 - k \ge 0$, so summing over this range means summing over the allowed spins. The proof passes through the integer inequality $2k \le N$ in both directions.

```lean
/-- The label `k` gives a non-negative total spin exactly when `k` is at most
the integer part of `N/2`. -/
theorem spin_nonneg_iff (N k : ℕ) : 0 ≤ spin N k ↔ k ∈ range (N / 2 + 1) := by
  rw [mem_range]
  unfold spin
  constructor
  · intro h
    have h1 : (2 : ℚ) * k ≤ N := by linarith
    have h2 : 2 * k ≤ N := by exact_mod_cast h1
    omega
  · intro h
    have h2 : 2 * k ≤ N := by omega
    have h1 : (2 : ℚ) * k ≤ N := by exact_mod_cast h2
    linarith
```

## The number of multiplets

The telescoping sum is proved by induction on the cutoff. The step adds $C_{n+1} - C_n$ to $C_n$, and `ring` performs the cancellation. The identity holds for every natural number `n`, including cutoffs beyond $N/2$, where it is algebra without a spin interpretation.

```lean
/-- The branching-diagram numbers for all spins from `N/2` down to `N/2 - n`
add up to the binomial coefficient `C(N,n)`. -/
theorem sum_multiplets_cutoff (N n : ℕ) :
    ∑ k ∈ range (n + 1), multiplets N k = (N.choose n : ℚ) := by
  induction n with
  | zero => simp [multiplets]
  | succ n ih =>
    rw [sum_range_succ, ih]
    simp only [multiplets]
    ring
```

Placing the cutoff at the lowest allowed spin gives the first result.

```lean
/-- The branching-diagram numbers of `N` spins, summed over all allowed total spins,
give the central binomial coefficient `C(N, floor(N/2))`. -/
theorem sum_multiplets (N : ℕ) :
    ∑ k ∈ range (N / 2 + 1), multiplets N k = (N.choose (N / 2) : ℚ) :=
  sum_multiplets_cutoff N (N / 2)
```

## The dimension of the spin space

Summation by parts is also done by induction. When the cutoff moves from `n` to `n + 1`, one term is added on the left, while on the right the doubled sum of binomials gains $2C_n$ and the boundary term changes. After the definitions are unfolded, `ring` confirms that the two changes agree.

```lean
/-- Summation by parts for the branching-diagram numbers weighted by `2S+1`,
for spins from `N/2` down to `N/2 - n`. -/
theorem sum_dimension_cutoff (N n : ℕ) :
    ∑ k ∈ range (n + 1), (2 * spin N k + 1) * multiplets N k
      = 2 * ∑ k ∈ range n, (N.choose k : ℚ)
        + (2 * spin N n + 1) * (N.choose n : ℚ) := by
  induction n with
  | zero => simp [multiplets]
  | succ n ih =>
    rw [sum_range_succ, ih, sum_range_succ (fun k => (N.choose k : ℚ)) n]
    simp only [multiplets, spin]
    push_cast
    ring
```

For the half-row sum the formal proof departs slightly from the symmetry argument used above. Mathlib supplies the half-row sum for odd rows, $\sum_{k\le m}\binom{2m+1}{k} = 4^m$, and the even rows are reduced to it by Pascal's rule. Summing $\binom{N+1}{k} = \binom{N}{k} + \binom{N}{k-1}$ over $k \le n$ counts every entry below $n$ twice and the entry at $n$ once.

```lean
/-- Pascal's rule summed over the first `n + 1` entries of a row. -/
theorem sum_pascal (N n : ℕ) :
    ∑ k ∈ range (n + 1), ((N + 1).choose k : ℚ)
      = 2 * ∑ k ∈ range n, (N.choose k : ℚ) + (N.choose n : ℚ) := by
  induction n with
  | zero => simp
  | succ n ih =>
    rw [sum_range_succ, ih, sum_range_succ (fun k => (N.choose k : ℚ)) n,
      Nat.choose_succ_succ' N n]
    push_cast
    ring
```

In `half_row` the hypothesis `h` is the Mathlib sum, and the proof splits by parity. For $N = 2m$, rewriting `h` with `sum_pascal` gives $2\sum_{k<m}\binom{2m}{k} + \binom{2m}{m} = 4^m$, which is the goal once the lowest spin is known to be 0. For $N = 2m+1$ the lowest spin is 1/2, and the goal is twice `h`. The command `linear_combination` checks that the goal follows from the stated multiple of `h`.

```lean
/-- Twice the sum of the binomials `C(N,k)` with `k < floor(N/2)`, plus `C(N, floor(N/2))` weighted
by `2S+1` for the lowest allowed spin, equals `2^N`. -/
theorem half_row (N : ℕ) :
    2 * ∑ k ∈ range (N / 2), (N.choose k : ℚ)
      + (2 * spin N (N / 2) + 1) * (N.choose (N / 2) : ℚ) = 2 ^ N := by
  obtain ⟨m, hm⟩ := Nat.even_or_odd' N
  have h : ∑ k ∈ range (m + 1), ((2 * m + 1).choose k : ℚ) = 4 ^ m := by
    exact_mod_cast Nat.sum_range_choose_halfway m
  have p : (2 : ℚ) ^ (2 * m) = 4 ^ m := by
    rw [pow_mul]
    norm_num
  rcases hm with rfl | rfl
  · -- even number of spins: the lowest spin is 0
    have e : 2 * m / 2 = m := by omega
    have s : spin (2 * m) m = 0 := by
      unfold spin
      push_cast
      ring
    rw [sum_pascal] at h
    rw [e, s, p]
    linear_combination h
  · -- odd number of spins: the lowest spin is 1/2
    have e : (2 * m + 1) / 2 = m := by omega
    have s : spin (2 * m + 1) m = 1 / 2 := by
      unfold spin
      push_cast
      ring
    rw [sum_range_succ] at h
    rw [e, s, pow_succ, p]
    linear_combination 2 * h
```

The second result combines the last steps: `sum_dimension_cutoff` rewrites the weighted sum at the lowest spin, and `half_row` evaluates it.

```lean
/-- The branching-diagram numbers weighted by the multiplicity `2S+1`, summed over all
allowed total spins, give the dimension `2^N` of the space of `N` spins 1/2. -/
theorem sum_dimension (N : ℕ) :
    ∑ k ∈ range (N / 2 + 1), (2 * spin N k + 1) * multiplets N k = 2 ^ N := by
  rw [sum_dimension_cutoff]
  exact half_row N
```

## The squared-spin sum rule

The closed form at a general cutoff is the boundary term $w_nC_n$ plus $\tfrac32$ times the expression found for $\sum_{k<n}(N-2k)^2C_k$. The induction needs one fact about binomials, the ratio rule. It appears as `h` in the form $(N+1)C_n = (C_n + C_{n+1})(n+1)$, which rearranges to $(n+1)C_{n+1} = (N-n)C_n$. The final line uses it with the factor $\tfrac32(N-1-2n)$, the same factor that multiplies $(n+1)C_{n+1}$ in $\tfrac32(T_{n+1}-T_n)$.

```lean
/-- A closed form for the sum of `(2S+1) S(S+1) f(N,S)` over spins from `N/2`
down to `N/2 - n`. -/
theorem sum_spin_sq_cutoff (N n : ℕ) :
    ∑ k ∈ range (n + 1),
        (2 * spin N k + 1) * (spin N k * (spin N k + 1)) * multiplets N k
      = (2 * spin N n + 1) * (spin N n * (spin N n + 1)) * (N.choose n : ℚ)
        + 3 / 2 * ((N : ℚ) * ∑ k ∈ range n, (N.choose k : ℚ)
          + (n : ℚ) * (N + 1 - 2 * n) * (N.choose n : ℚ)) := by
  induction n with
  | zero => simp [multiplets]
  | succ n ih =>
    -- ratio of neighbouring binomial coefficients, free of subtraction in ℕ
    have h : ((N : ℚ) + 1) * (N.choose n : ℚ)
        = ((N.choose n : ℚ) + (N.choose (n + 1) : ℚ)) * ((n : ℚ) + 1) := by
      have h0 := Nat.add_one_mul_choose_eq N n
      rw [Nat.choose_succ_succ' N n] at h0
      exact_mod_cast h0
    rw [sum_range_succ, ih, sum_range_succ (fun k => (N.choose k : ℚ)) n]
    simp only [multiplets, spin]
    push_cast
    linear_combination (3 / 2 * ((N : ℚ) - 1 - 2 * n)) * h
```

The last theorem specialises to the lowest spin. The statement `hS` says that $S(2S-1) = 0$ there, which covers $S = 0$ and $S = 1/2$ together. The closing `linear_combination` is the regrouping done by hand: $\tfrac{3N}{4}$ times the half-row identity, plus $\tfrac12(2S_n+1)C_n$ times the vanishing product. Before it, `generalize` replaces `N / 2` by a plain variable `n`, because the remaining algebra needs only the two identities `h` and `hS`.

```lean
/-- The sum of `(2S+1) S(S+1) f(N,S)` over all allowed total spins
equals `(3N/4) 2^N`. -/
theorem sum_spin_sq (N : ℕ) :
    ∑ k ∈ range (N / 2 + 1),
        (2 * spin N k + 1) * (spin N k * (spin N k + 1)) * multiplets N k
      = 3 * (N : ℚ) / 4 * 2 ^ N := by
  -- the lowest allowed spin is 0 or 1/2
  have hS : spin N (N / 2) * (2 * spin N (N / 2) - 1) = 0 := by
    obtain ⟨m, hm⟩ := Nat.even_or_odd' N
    have e : N / 2 = m := by omega
    rw [e]
    unfold spin
    rcases hm with rfl | rfl
    · push_cast
      ring
    · push_cast
      ring
  have h := half_row N
  rw [sum_spin_sq_cutoff]
  simp only [spin] at h hS ⊢
  generalize N / 2 = n at h hS ⊢
  linear_combination (3 * (N : ℚ) / 4) * h
    + ((N.choose n : ℚ) * (2 * ((N : ℚ) / 2 - n) + 1) / 2) * hS

end BranchingDiagramSums
```

```lean
#print axioms BranchingDiagramSums.spin_nonneg_iff
-- 'BranchingDiagramSums.spin_nonneg_iff' depends on axioms: [propext, Classical.choice, Quot.sound]
#print axioms BranchingDiagramSums.sum_multiplets
-- 'BranchingDiagramSums.sum_multiplets' depends on axioms: [propext, Classical.choice, Quot.sound]
#print axioms BranchingDiagramSums.sum_dimension
-- 'BranchingDiagramSums.sum_dimension' depends on axioms: [propext, Classical.choice, Quot.sound]
#print axioms BranchingDiagramSums.sum_spin_sq
-- 'BranchingDiagramSums.sum_spin_sq' depends on axioms: [propext, Classical.choice, Quot.sound]
```
